# The discrete Schrödinger–Poisson equation with non-increasing occupation and positive definite Poisson matrix has at most one solution

Take a single site with energy $h$. Let $\phi$ be the electrostatic potential energy of an electron there, $f$ the occupation as a function of energy, $d$ the doping, and $\kappa>0$ a constant playing the part of the Poisson operator. Self-consistency reads

$$\kappa\phi = f(h+\phi)-d .$$

If $\phi$ and $\psi$ both solve it, subtract the two equations and multiply by $\phi-\psi$:

$$\kappa(\phi-\psi)^2=\bigl(f(h+\phi)-f(h+\psi)\bigr)(\phi-\psi)\le 0$$

whenever $f$ is non-increasing. Hence $\phi=\psi$. Raising the potential energy expels electrons, whereas Poisson's equation demands more electrons to sustain it.

With several sites the Hamiltonians for $\phi$ and $\psi$ generally do not commute, and the one-site argument does not carry over level by level. A trace inequality supplies the missing sign.

## Sites, levels and density

The sites form a finite type `n`, and all matrices are real.

```lean
import Mathlib

open Matrix

namespace SchroedingerPoisson

noncomputable section

variable {n : Type*} [Fintype n] [DecidableEq n]
```

Given a matrix $U$ with columns $u_k$ and weights $x_k$, form $U\,\mathrm{diag}(x)\,U^{\mathsf T}=\sum_k x_k\,u_ku_k^{\mathsf T}$.

```lean
/-- The matrix `U diag(x) Uᵀ`, with the columns of `U` as modes and `x` as their weights. -/
def fromLevels (U : Matrix n n ℝ) (x : n → ℝ) : Matrix n n ℝ :=
  U * diagonal x * Uᵀ
```

For a symmetric matrix $A$, the columns are taken to be its orthonormal eigenvectors. Over the reals, `IsHermitian` means symmetric.

```lean
/-- The matrix whose columns are the eigenvectors of a real symmetric matrix. -/
def modes {A : Matrix n n ℝ} (hA : A.IsHermitian) : Matrix n n ℝ :=
  (hA.eigenvectorUnitary : Matrix n n ℝ)
```

If $a_k$ are the eigenvalues of $A$, then $f(A)=\sum_k f(a_k)\,u_ku_k^{\mathsf T}$.

```lean
/-- The matrix function `f(A)`: same eigenvectors as `A`, with `f` applied to each eigenvalue. -/
def applyFn (f : ℝ → ℝ) {A : Matrix n n ℝ} (hA : A.IsHermitian) : Matrix n n ℝ :=
  fromLevels (modes hA) (fun k => f (hA.eigenvalues k))
```

Let $H_0$ be the symmetric Hamiltonian without the self-consistent potential. If $H_0+\mathrm{diag}\,\phi$ has levels $\varepsilon_k$ and orthonormal eigenvectors $u_k$, the density on site $i$ is

$$\rho_i(\phi)=\sum_k f(\varepsilon_k)\,u_k(i)^2 .$$

```lean
/-- The electron density on each site: the diagonal of `f(H₀ + diag φ)`. -/
def density (f : ℝ → ℝ) {H₀ : Matrix n n ℝ} (hH : H₀.IsHermitian) (φ : n → ℝ) : n → ℝ :=
  fun i => applyFn f (hH.add (isHermitian_diagonal φ)) i i
```

The equation to be solved is $K\phi=\rho(\phi)-d$. Since $\phi$ is a potential energy of electrons, extra electrons enter with a plus sign and the fixed background charge $d$, to which ionised donors contribute positively and ionised acceptors negatively, with a minus sign. The matrix $K$ stands for a discretised $-\nabla\cdot\epsilon\nabla$, where $\epsilon$ is the permittivity, with units absorbed.

```lean
/-- The discrete Schrödinger-Poisson equation `K φ = density - d` for the potential energy `φ`. -/
def IsSelfConsistent (f : ℝ → ℝ) {H₀ : Matrix n n ℝ} (hH : H₀.IsHermitian)
    (K : Matrix n n ℝ) (d φ : n → ℝ) : Prop :=
  K *ᵥ φ = density f hH φ - d
```

The standard occupation is the Fermi function, with chemical potential $\mu$ and thermal energy $T$, meaning $k_{\mathrm B}$ times the temperature.

```lean
/-- The Fermi function with chemical potential `μ` and thermal energy `T`. -/
def fermi (μ T E : ℝ) : ℝ := 1 / (Real.exp ((E - μ) / T) + 1)
```

## Diagonalisation, and why $f(A)$ is well defined

The results on $f(A)$ below rest on two statements about a symmetric $A$: $U^{\mathsf T}U=1$ and $A=U\,\mathrm{diag}(a)\,U^{\mathsf T}$.

```lean
/-- The eigenvectors of a real symmetric matrix are orthonormal and diagonalise it. -/
theorem spectral {A : Matrix n n ℝ} (hA : A.IsHermitian) :
    (modes hA)ᵀ * modes hA = 1 ∧ A = fromLevels (modes hA) hA.eigenvalues := by
  have e : (modes hA)ᴴ = (modes hA)ᵀ := conjTranspose_eq_transpose_of_trivial _
  constructor
  · rw [← e]
    exact Matrix.mem_unitaryGroup_iff'.mp hA.eigenvectorUnitary.2
  · have h := hA.spectral_theorem
    rw [Unitary.conjStarAlgAut_apply] at h
    exact h.trans (congrArg (fun M => modes hA * diagonal hA.eigenvalues * M) e)
```

The device at work is Mathlib's `spectral_theorem` for Hermitian matrices. It expresses $A$ as a diagonal matrix conjugated by `eigenvectorUnitary`, an element of the unitary group that carries the proof of its own unitarity; the component `.2` extracts that proof. Rewriting with `Unitary.conjStarAlgAut_apply` turns the conjugation into an ordinary matrix product, and over the reals the conjugate transpose becomes the transpose. Degenerate levels need no special treatment, because Mathlib has already chosen an orthonormal basis. The trace inequality uses only these two statements, so it requires neither perturbation theory nor a derivative of $f$.

The choice of basis leaves no trace in $f(A)$. Suppose $A=U\,\mathrm{diag}(a)\,U^{\mathsf T}=V\,\mathrm{diag}(b)\,V^{\mathsf T}$ with $U$ and $V$ orthogonal, and let $W=U^{\mathsf T}V$ be the overlap matrix. Multiplying by $U^{\mathsf T}$ on the left and $V$ on the right gives

$$a_jW_{jk}=W_{jk}b_k .$$

Either $W_{jk}=0$ or $a_j=b_k$, and in both cases $f(a_j)W_{jk}=W_{jk}f(b_k)$. Multiplying back by $U$ and $V^{\mathsf T}$ yields $U\,\mathrm{diag}(f(a))\,U^{\mathsf T}=V\,\mathrm{diag}(f(b))\,V^{\mathsf T}$. In the code, `e` is the first relation and `ef` the second; the case split on `hw` separates vanishing from non-vanishing overlaps. This theorem justifies the definition; the uniqueness proof does not call on it.

```lean
/-- Every orthogonal diagonalisation of `A` gives the same matrix `f(A)`. -/
theorem applyFn_eq (f : ℝ → ℝ) {A U : Matrix n n ℝ} {a : n → ℝ} (hA : A.IsHermitian)
    (hU : Uᵀ * U = 1) (h : A = fromLevels U a) :
    applyFn f hA = fromLevels U (fun k => f (a k)) := by
  obtain ⟨hV, hB⟩ := spectral hA
  have hab : fromLevels U a = fromLevels (modes hA) hA.eigenvalues := h.symm.trans hB
  unfold applyFn
  generalize modes hA = V at *
  generalize hA.eigenvalues = b at *
  have hU' : U * Uᵀ = 1 := mul_eq_one_comm.mp hU
  have hV' : V * Vᵀ = 1 := mul_eq_one_comm.mp hV
  -- the overlap matrix intertwines the two lists of eigenvalues
  have e : diagonal a * (Uᵀ * V) = (Uᵀ * V) * diagonal b := by
    calc diagonal a * (Uᵀ * V) = (Uᵀ * U) * diagonal a * (Uᵀ * V) := by
          rw [hU, Matrix.one_mul]
      _ = Uᵀ * fromLevels U a * V := by simp only [fromLevels, Matrix.mul_assoc]
      _ = Uᵀ * fromLevels V b * V := by rw [hab]
      _ = (Uᵀ * V) * diagonal b * (Vᵀ * V) := by simp only [fromLevels, Matrix.mul_assoc]
      _ = (Uᵀ * V) * diagonal b := by rw [hV, Matrix.mul_one]
  -- modes overlap only at equal eigenvalues, so `f` may be applied on both sides
  have ef : diagonal (fun k => f (a k)) * (Uᵀ * V)
      = (Uᵀ * V) * diagonal (fun k => f (b k)) := by
    ext j k
    have hjk := congrFun (congrFun e j) k
    rw [diagonal_mul, mul_diagonal] at hjk ⊢
    by_cases hw : (Uᵀ * V) j k = 0
    · rw [hw, mul_zero, zero_mul]
    · have hj : a j = b k := mul_right_cancel₀ hw (hjk.trans (mul_comm _ _))
      rw [hj, mul_comm]
  calc fromLevels V (fun k => f (b k))
      = (U * Uᵀ) * fromLevels V (fun k => f (b k)) := by rw [hU', Matrix.one_mul]
    _ = U * ((Uᵀ * V) * diagonal (fun k => f (b k))) * Vᵀ := by
        simp only [fromLevels, Matrix.mul_assoc]
    _ = U * (diagonal (fun k => f (a k)) * (Uᵀ * V)) * Vᵀ := by rw [ef]
    _ = fromLevels U (fun k => f (a k)) * (V * Vᵀ) := by
        simp only [fromLevels, Matrix.mul_assoc]
    _ = fromLevels U (fun k => f (a k)) := by rw [hV', Matrix.mul_one]
```

## The trace inequality

Now let $U$ and $V$ belong to two different matrices, again with $W=U^{\mathsf T}V$. Cyclicity of the trace gives

$$\mathrm{tr}\bigl(U\,\mathrm{diag}(x)\,U^{\mathsf T}\,V\,\mathrm{diag}(y)\,V^{\mathsf T}\bigr)=\mathrm{tr}\bigl(\mathrm{diag}(x)\,W\,\mathrm{diag}(y)\,W^{\mathsf T}\bigr)=\sum_{j,k}x_jy_kW_{jk}^2 .$$

```lean
/-- For any matrices `U` and `V`, the trace of `U diag(x) Uᵀ V diag(y) Vᵀ` is the double sum of `x j
* y k` weighted by the squared entries of `Uᵀ V`. -/
theorem trace_overlap (U V : Matrix n n ℝ) (x y : n → ℝ) :
    trace (fromLevels U x * fromLevels V y)
      = ∑ j, ∑ k, x j * y k * (Uᵀ * V) j k ^ 2 := by
  calc trace (fromLevels U x * fromLevels V y)
      = trace (U * (diagonal x * (Uᵀ * V) * diagonal y * Vᵀ)) := by
        simp only [fromLevels, Matrix.mul_assoc]
    _ = trace ((diagonal x * (Uᵀ * V) * diagonal y * Vᵀ) * U) := trace_mul_comm _ _
    _ = trace ((diagonal x * (Uᵀ * V) * diagonal y) * (Uᵀ * V)ᵀ) := by
        simp only [transpose_mul, transpose_transpose, Matrix.mul_assoc]
    _ = ∑ j, ∑ k, x j * y k * (Uᵀ * V) j k ^ 2 := by
        rw [Matrix.trace]
        refine Finset.sum_congr rfl fun j _ => ?_
        rw [diag_apply, Matrix.mul_apply]
        refine Finset.sum_congr rfl fun k _ => ?_
        rw [mul_diagonal, diagonal_mul, transpose_apply]
        ring
```

Let $F$ and $A$ be built from $U$ with weights $x$ and $a$, and $G$ and $B$ from $V$ with weights $y$ and $b$. Expand

$$\mathrm{tr}\,(F-G)(A-B)=\mathrm{tr}\,FA-\mathrm{tr}\,FB-\mathrm{tr}\,GA+\mathrm{tr}\,GB .$$

The mixed terms are already covered: $\mathrm{tr}\,FB=\sum x_jb_kW_{jk}^2$ and $\mathrm{tr}\,GA=\sum a_jy_kW_{jk}^2$. For the pure terms, orthonormality gives $FA=U\,\mathrm{diag}(x_ja_j)\,U^{\mathsf T}$, and inserting $1=VV^{\mathsf T}$ gives $\mathrm{tr}\,FA=\sum x_ja_jW_{jk}^2$. Likewise $\mathrm{tr}\,GB=\sum y_kb_kW_{jk}^2$. Collecting the four sums,

$$\mathrm{tr}\,(F-G)(A-B)=\sum_{j,k}(x_j-y_k)(a_j-b_k)W_{jk}^2 .$$

The local lemma `one` is completeness, `sq` multiplies two matrices with the same modes, and `h1` to `h4` are the four traces.

```lean
/-- For two orthonormal sets of modes, the trace of a product of differences is a double sum
of products of level differences, weighted by the squared overlaps. -/
theorem trace_double_sum {U V : Matrix n n ℝ} (hU : Uᵀ * U = 1) (hV : Vᵀ * V = 1)
    (x a y b : n → ℝ) :
    trace ((fromLevels U x - fromLevels V y) * (fromLevels U a - fromLevels V b))
      = ∑ j, ∑ k, (x j - y k) * (a j - b k) * (Uᵀ * V) j k ^ 2 := by
  have one : ∀ M : Matrix n n ℝ, Mᵀ * M = 1 → fromLevels M (fun _ => 1) = 1 := by
    intro M h
    simp [fromLevels, mul_eq_one_comm.mp h]
  have sq : ∀ (M : Matrix n n ℝ) (p q : n → ℝ), Mᵀ * M = 1 →
      fromLevels M p * fromLevels M q = fromLevels M (fun i => p i * q i) := by
    intro M p q h
    calc fromLevels M p * fromLevels M q
        = M * diagonal p * (Mᵀ * M) * diagonal q * Mᵀ := by
          simp only [fromLevels, Matrix.mul_assoc]
      _ = M * (diagonal p * diagonal q) * Mᵀ := by
          rw [h, Matrix.mul_one, Matrix.mul_assoc M]
      _ = fromLevels M (fun i => p i * q i) := by rw [diagonal_mul_diagonal, fromLevels]
  -- completeness of the other basis turns the two pure terms into double sums
  have h1 := trace_overlap U V (fun i => x i * a i) (fun _ => 1)
  rw [one V hV, Matrix.mul_one, ← sq U x a hU] at h1
  have h2 := trace_overlap U V (fun _ => 1) (fun i => y i * b i)
  rw [one U hU, Matrix.one_mul, ← sq V y b hV] at h2
  have h3 := trace_overlap U V x b
  have h4 := trace_overlap U V a y
  rw [trace_mul_comm] at h4
  rw [sub_mul, mul_sub, mul_sub, trace_sub, trace_sub, trace_sub, h1, h2, h3, h4]
  simp only [← Finset.sum_sub_distrib]
  exact Finset.sum_congr rfl fun j _ => Finset.sum_congr rfl fun k _ => by ring
```

Put $x_j=f(a_j)$ and $y_k=f(b_k)$. For non-increasing $f$, called `Antitone` in Mathlib, $(f(s)-f(t))(s-t)\le0$ for all real $s,t$, which is the one-site argument again. Every term of the double sum is then non-positive, so

$$\mathrm{tr}\,\bigl(f(A)-f(B)\bigr)(A-B)\le0 .$$

```lean
/-- For real symmetric `A`, `B` and antitone `f`, `tr((f(A) - f(B))(A - B)) ≤ 0`. -/
theorem trace_nonpos {f : ℝ → ℝ} (hf : Antitone f) {A B : Matrix n n ℝ}
    (hA : A.IsHermitian) (hB : B.IsHermitian) :
    trace ((applyFn f hA - applyFn f hB) * (A - B)) ≤ 0 := by
  have p : ∀ s t : ℝ, (f s - f t) * (s - t) ≤ 0 := by
    intro s t
    rcases le_total s t with h | h
    · nlinarith [mul_nonneg (sub_nonneg.2 (hf h)) (sub_nonneg.2 h)]
    · nlinarith [mul_nonneg (sub_nonneg.2 (hf h)) (sub_nonneg.2 h)]
  obtain ⟨hU, eA⟩ := spectral hA
  obtain ⟨hV, eB⟩ := spectral hB
  have h := trace_double_sum hU hV (fun k => f (hA.eigenvalues k)) hA.eigenvalues
    (fun k => f (hB.eigenvalues k)) hB.eigenvalues
  rw [← eA, ← eB] at h
  refine le_of_eq_of_le h ?_
  exact Finset.sum_nonpos fun j _ => Finset.sum_nonpos fun k _ =>
    mul_nonpos_iff.2 (Or.inr ⟨p _ _, sq_nonneg _⟩)
```

## From the trace to the potential

Apply this to $A=H_0+\mathrm{diag}\,\phi$ and $B=H_0+\mathrm{diag}\,\psi$. Their difference is diagonal, so only the densities survive in the trace:

$$\sum_i\bigl(\rho_i(\phi)-\rho_i(\psi)\bigr)(\phi_i-\psi_i)\le0 .$$

Let $\phi$ solve the equation at doping $d$ and $\psi$ at doping $d'$. Subtracting gives $K(\phi-\psi)=\rho(\phi)-\rho(\psi)+d'-d$. Pairing with $\phi-\psi$ and using the inequality,

$$(\phi-\psi)\cdot K(\phi-\psi)\le(\phi-\psi)\cdot(d'-d) .$$

No condition on $K$ has been used so far. In the code, `t2` is the density inequality.

```lean
/-- For solutions `φ`, `ψ` at dopings `d`, `d'`, the quadratic form of `K` at `φ - ψ` is at most
the pairing of `φ - ψ` with `d' - d`. -/
theorem doping_response {f : ℝ → ℝ} (hf : Antitone f) {H₀ K : Matrix n n ℝ}
    (hH : H₀.IsHermitian) {d d' φ ψ : n → ℝ}
    (hφ : IsSelfConsistent f hH K d φ) (hψ : IsSelfConsistent f hH K d' ψ) :
    (φ - ψ) ⬝ᵥ K *ᵥ (φ - ψ) ≤ (φ - ψ) ⬝ᵥ (d' - d) := by
  have t := trace_nonpos hf (hH.add (isHermitian_diagonal φ)) (hH.add (isHermitian_diagonal ψ))
  -- the two Hamiltonians differ only by the potential on the diagonal
  have e : H₀ + diagonal φ - (H₀ + diagonal ψ) = diagonal (fun i => φ i - ψ i) := by
    rw [add_sub_add_left_eq_sub, diagonal_sub]
  rw [e] at t
  have t2 : ∑ i, (density f hH φ i - density f hH ψ i) * (φ i - ψ i) ≤ 0 := by
    simp only [Matrix.trace, diag_apply, mul_diagonal, Matrix.sub_apply] at t
    exact t
  have hφ' : K *ᵥ φ = density f hH φ - d := hφ
  have hψ' : K *ᵥ ψ = density f hH ψ - d' := hψ
  rw [mulVec_sub, hφ', hψ']
  simp only [dotProduct, Pi.sub_apply]
  rw [← sub_nonpos, ← Finset.sum_sub_distrib]
  refine le_of_eq_of_le (Finset.sum_congr rfl fun i _ => ?_) t2
  ring
```

For equal dopings the right side is zero. Assume now that $x\cdot Kx>0$ for every $x\neq0$. If $\phi\neq\psi$, the left side would be positive, a contradiction. Physically, the condition says that every non-zero potential costs field energy; a grounded contact typically provides this, whereas a fully insulated boundary leaves constant potentials free of cost. It is a hypothesis here, and $K$ need not be symmetric.

```lean
/-- Hartree uniqueness: for antitone `f` and positive definite `K`, the discrete
Schrödinger-Poisson equation has at most one solution. -/
theorem hartree_unique {f : ℝ → ℝ} (hf : Antitone f) {H₀ K : Matrix n n ℝ}
    (hH : H₀.IsHermitian) (hK : ∀ x : n → ℝ, x ≠ 0 → 0 < x ⬝ᵥ K *ᵥ x) {d φ ψ : n → ℝ}
    (hφ : IsSelfConsistent f hH K d φ) (hψ : IsSelfConsistent f hH K d ψ) : φ = ψ := by
  by_contra hne
  have h := hK (φ - ψ) (sub_ne_zero.2 hne)
  have r := doping_response hf hH hφ hψ
  rw [sub_self d, dotProduct_zero] at r
  exact absurd h (not_lt_of_ge r)
```

For the Fermi function with $T>0$, a higher $E$ gives a larger positive denominator $e^{(E-\mu)/T}+1$ and hence a smaller occupation. It is therefore non-increasing, and the general theorem applies.

```lean
/-- With Fermi occupation at positive temperature and positive definite `K`, the discrete
Schrödinger-Poisson equation has at most one solution. -/
theorem fermi_unique {μ T : ℝ} (hT : 0 < T) {H₀ K : Matrix n n ℝ}
    (hH : H₀.IsHermitian) (hK : ∀ x : n → ℝ, x ≠ 0 → 0 < x ⬝ᵥ K *ᵥ x) {d φ ψ : n → ℝ}
    (hφ : IsSelfConsistent (fermi μ T) hH K d φ)
    (hψ : IsSelfConsistent (fermi μ T) hH K d ψ) : φ = ψ := by
  refine hartree_unique ?_ hH hK hφ hψ
  intro a b h
  unfold fermi
  apply one_div_le_one_div_of_le (by positivity)
  gcongr
```

The hypothesis that $f$ is non-increasing cannot simply be dropped. As a mathematical counter-example, take the increasing function $f(E)=E$, with $K=1$ and $d_i=(H_0)_{ii}$. This $f$ is not a physical occupation, since its values are not confined between 0 and 1. Then $f(H_0+\mathrm{diag}\,\phi)$ is the Hamiltonian itself, and

$$\rho_i(\phi)-d_i=(H_0)_{ii}+\phi_i-(H_0)_{ii}=\phi_i=(K\phi)_i .$$

Every potential is a solution, so uniqueness fails as soon as there is at least one site.

```lean
/-- For the increasing function `f(E) = E`, with `K = 1` and doping equal to the diagonal of `H₀`,
every potential solves the discrete Schrödinger-Poisson equation. -/
theorem increasing_not_unique {H₀ : Matrix n n ℝ} (hH : H₀.IsHermitian) (φ : n → ℝ) :
    IsSelfConsistent (fun E => E) hH 1 (fun i => H₀ i i) φ := by
  have e : applyFn (fun E => E) (hH.add (isHermitian_diagonal φ)) = H₀ + diagonal φ :=
    (spectral (hH.add (isHermitian_diagonal φ))).2.symm
  unfold IsSelfConsistent
  funext i
  show ((1 : Matrix n n ℝ) *ᵥ φ) i
    = applyFn (fun E => E) (hH.add (isHermitian_diagonal φ)) i i - H₀ i i
  rw [e]
  simp

end

end SchroedingerPoisson
```

```lean
#print axioms SchroedingerPoisson.applyFn_eq
#print axioms SchroedingerPoisson.fermi_unique
#print axioms SchroedingerPoisson.increasing_not_unique
```

```
'SchroedingerPoisson.applyFn_eq' depends on axioms: [propext, Classical.choice, Quot.sound]
'SchroedingerPoisson.fermi_unique' depends on axioms: [propext, Classical.choice, Quot.sound]
'SchroedingerPoisson.increasing_not_unique' depends on axioms: [propext, Classical.choice, Quot.sound]
```

## Fixed chemical potential and real Hamiltonians

For a finite-site Hartree model of a device in thermal equilibrium, with positive definite $K$ and fixed $\mu$ and $T>0$, the result means that two exact self-consistent solutions with the same $H_0$, $K$ and doping are the same potential, whatever starting guess led to them. A device under bias, whose occupation is not a single function of the Hamiltonian, is outside the model. The theorems do not address whether a solution exists or whether an iteration converges. They also leave out exchange–correlation potentials and a chemical potential adjusted to hold the electron number fixed.

The model could have allowed complex Hermitian $H_0$, which would admit the complex hopping amplitudes produced by a magnetic field. Transposes would become conjugate transposes and the weights $W_{jk}^2$ would become $|W_{jk}|^2$. The sign argument would stay the same, but the Lean proofs would have to be rewritten for complex matrices.
